# The amplitude to stay on a level that meets other levels once each, through plane rotations, is the product of the rotation cosines

In a finite model of `N + 1` diabatic states, level 0 meets levels 1, 2, …, `N` in turn, and each crossing is taken to be a real rotation by an arbitrary angle `θ j` in the plane of the two levels. The lemma `sweep_survival` states that, for a system starting on level 0, the amplitude to be on level 0 after the first `k ≤ N` crossings is cos θ₁ ⋯ cos θₖ; mathematically, this is the (0, 0) entry of the product of the first `k` rotation matrices. The proof is by induction on `k`. The newest crossing gives the cosine times the old amplitude on level 0, minus the sine times the amplitude on level `k + 1`, and the latter should vanish because that level has not yet been reached.

Lean 4 with Mathlib refuses this proof:

```lean
import Mathlib

open Matrix

namespace SequentialCrossings

noncomputable section

/-- The crossing of level `0` with level `j`: a rotation by the angle `θ j` in the `(0, j)` plane
of the `N + 1` diabatic states, for `1 ≤ j ≤ N`. -/
def crossing (N : ℕ) (θ : ℕ → ℝ) (j : ℕ) : Matrix (Fin (N + 1)) (Fin (N + 1)) ℝ :=
  Matrix.of fun a b =>
    if a = 0 then (if b = 0 then Real.cos (θ j) else 0) - (if (b : ℕ) = j then Real.sin (θ j) else 0)
    else if (a : ℕ) = j then
      (if b = 0 then Real.sin (θ j) else 0) + (if (b : ℕ) = j then Real.cos (θ j) else 0)
    else if b = a then 1 else 0

/-- The evolution through the first `k` crossings, `R_k ⋯ R_1`, for `k ≤ N`. -/
def sweep (N : ℕ) (θ : ℕ → ℝ) : ℕ → Matrix (Fin (N + 1)) (Fin (N + 1)) ℝ
  | 0 => 1
  | k + 1 => crossing N θ (k + 1) * sweep N θ k

variable {N : ℕ} (θ : ℕ → ℝ)

/-- A crossing mixes the amplitudes of level `0` and of the level it meets by a plane rotation. -/
theorem crossing_mul_coupled {j : ℕ} (a : Fin (N + 1)) (ha : (a : ℕ) = j) (h0 : a ≠ 0)
    (A : Matrix (Fin (N + 1)) (Fin (N + 1)) ℝ) (b : Fin (N + 1)) :
    (crossing N θ j * A) 0 b = Real.cos (θ j) * A 0 b - Real.sin (θ j) * A a b ∧
    (crossing N θ j * A) a b = Real.sin (θ j) * A 0 b + Real.cos (θ j) * A a b := by
  subst ha
  constructor
  · simp [Matrix.mul_apply, crossing, Fin.val_inj, sub_mul, Finset.sum_sub_distrib, ite_mul]
  · simp [Matrix.mul_apply, crossing, Fin.val_inj, h0, add_mul, Finset.sum_add_distrib, ite_mul]

/-- A crossing leaves the amplitudes of all other levels unchanged. -/
theorem crossing_mul_spectator {j : ℕ} (a : Fin (N + 1)) (ha : (a : ℕ) ≠ j) (h0 : a ≠ 0)
    (A : Matrix (Fin (N + 1)) (Fin (N + 1)) ℝ) (b : Fin (N + 1)) :
    (crossing N θ j * A) a b = A a b := by
  simp [Matrix.mul_apply, crossing, h0, ha, ite_mul]

/-- A level that has not yet been reached keeps its initial amplitude. -/
theorem sweep_unreached (k : ℕ) (n b : Fin (N + 1)) (h : k < (n : ℕ)) :
    sweep N θ k n b = (1 : Matrix _ _ ℝ) n b := by
  induction k with
  | zero => rfl
  | succ k ih =>
    have hn : n ≠ 0 := by
      rintro rfl
      simp at h
    rw [sweep, crossing_mul_spectator θ n (by omega) hn]
    exact ih (by omega)

/-- The amplitude to remain on level `0` through `k` crossings is the product of the cosines. -/
theorem sweep_survival (k : ℕ) (hk : k ≤ N) :
    sweep N θ k 0 0 = ∏ j ∈ Finset.Ioc 0 k, Real.cos (θ j) := by
  induction k with
  | zero => simp [sweep]
  | succ k ih =>
    have hne : (⟨k + 1, by omega⟩ : Fin (N + 1)) ≠ 0 := by simp [Fin.ext_iff]
    rw [sweep, (crossing_mul_coupled θ ⟨k + 1, by omega⟩ rfl hne _ 0).1,
      sweep_unreached θ k _ 0 (Nat.lt_succ_self k), ih (by omega), one_apply_ne hne,
      Finset.prod_Ioc_succ_top (Nat.zero_le k)]
    ring

end

end SequentialCrossings
```

Lean reports:

```
Main.lean:61:30: error: Application type mismatch: The argument
  Nat.lt_succ_self k
has type
  k < k.succ
but is expected to have type
  k < ↑0
in the application
  sweep_unreached θ k 0 0 (Nat.lt_succ_self k)
```

Cause. The message says that `Nat.lt_succ_self k`, which proves `k < k.succ`, was offered where a proof of `k < ↑0` was needed. The lemma `sweep_unreached` was meant for level `k + 1`, but its level was left as `_`, and Lean filled it with 0.

The supplied inequality did not settle the level in time. After the crossing is expanded, the goal contains two entries of the form `sweep N θ k _ 0`: first the one for level 0, then the one for level `k + 1`. The rewrite matched the first, and the inequality no longer fitted.

The repair writes the level out as `⟨k + 1, by omega⟩`. Its value is `k + 1`, so `Nat.lt_succ_self k` is the right proof, and the rewrite can match only the intended entry. Moving `one_apply_ne hne` to its own line is mere tidying.

This version goes through:

```diff
@@ -59,5 +59,6 @@
     have hne : (⟨k + 1, by omega⟩ : Fin (N + 1)) ≠ 0 := by simp [Fin.ext_iff]
     rw [sweep, (crossing_mul_coupled θ ⟨k + 1, by omega⟩ rfl hne _ 0).1,
-      sweep_unreached θ k _ 0 (Nat.lt_succ_self k), ih (by omega), one_apply_ne hne,
+      sweep_unreached θ k ⟨k + 1, by omega⟩ 0 (Nat.lt_succ_self k), ih (by omega),
+      one_apply_ne hne,
       Finset.prod_Ioc_succ_top (Nat.zero_le k)]
     ring
```
